# Mixing X → X − a(AX + XB) with real symmetric A and B tends to zero from every start exactly when 0 < a(u + w) < 2 for every eigenvalue u of A and w of B

## Does a negative eigenvalue spoil the mixing?

I want the first-order change of the occupied orbitals when a static perturbation is added to a fixed one-electron Hamiltonian, and I keep the unknown as a rectangular matrix $X$, with virtual orbitals as rows and occupied ones as columns. My orbitals are orthonormal, and the unperturbed Hamiltonian has no elements between occupied and virtual ones. But the orbitals diagonalise neither its occupied nor its virtual block, so I have to solve $AX + XB = C$. Here $A$ is the virtual block, $B$ is minus the occupied block, and $C$ is minus the virtual–occupied block of the perturbation. All of them are real.

I iterate $X \to X - a(AX + XB - C)$ with a fixed mixing parameter $a$. But some of my virtual levels lie below zero, so $A$ has negative eigenvalues. Does that make the iteration diverge, or will a small enough $a$ still work?

## Only the sums of eigenvalues matter

Take "converges" to mean that, for one fixed real $a$, the iterates reach the solution from every starting matrix. A single start may happen to contain no unstable component, and its convergence would then say little about $a$.

In this sense negative eigenvalues of $A$ do no harm by themselves. If $u$ runs over the eigenvalues of $A$ and $w$ over those of $B$, the condition is $0 < a(u+w) < 2$ for every pair. In your problem $u+w$ is a virtual energy minus an occupied energy. If all these differences are positive, every $a$ between zero and $2$ divided by the largest difference works. If one difference is zero or negative and another is zero or positive, no real $a$ works. This describes uncoupled response, with a Hamiltonian that doesn't react to $X$.

### One mode at a time

First remove the source. If $AS + SB = C$, the error $E = X - S$ changes in one step to
$$E - a(AX + XB - AS - SB) = E - a(AE + EB),$$
so the question is whether the iteration without source tends to zero.

Let $Av = uv$ and $Bz = wz$ with $v, z \neq 0$, and put $M = vz^T$. Then $AM = uM$. Since $B$ is symmetric, $MB = v(Bz)^T = wM$. One step therefore multiplies $M$ by $r = 1 - a(u+w)$, and $k$ steps multiply it by $r^k$. Some entry $v_i z_j$ of $M$ is nonzero, so convergence from $M$ forces $r^k \to 0$. Hence $|r| < 1$, which is $0 < a(u+w) < 2$. For unit vectors $v$ and $z$, the Frobenius norm after $k$ steps is $|r|^k$.

Conversely, choose orthogonal matrices $U$ and $V$ of eigenvectors, with $AU = UD$ and $BV = VF$, where $D$ and $F$ are diagonal with entries $d_i$ and $f_j$. Put $Y = U^T X V$, so that $X = UYV^T$. Then $AX = U(DY)V^T$. Transposing $BV = VF$ gives $V^T B = FV^T$, so $XB = U(YF)V^T$. One step is thus
$$Y_{ij} \to Y_{ij} - a(d_i Y_{ij} + Y_{ij} f_j) = \bigl(1 - a(d_i + f_j)\bigr) Y_{ij}.$$
After $k$ steps each entry carries the $k$-th power of its own factor. Under the condition all these factors have absolute value below one, so every entry tends to zero, and so does $X = UYV^T$.

Finally, suppose $u + w \le 0 \le u' + w'$ for two pairs, which may coincide. If $a \ge 0$, then $a(u+w) \le 0$; if $a \le 0$, then $a(u'+w') \le 0$. Either way the lower bound is violated.

### Two virtual levels and one occupied level

Take
$$A = \begin{pmatrix} 2 & 1 \\ 1 & 2 \end{pmatrix}, \qquad B = (1).$$
The virtual energies are $1$ and $3$, the occupied energy is $-1$, and the differences are $2$ and $4$. The condition is $0 < a < 1/2$.

Start without source from $X = (1, 0)^T$, where $AX + XB = (3, 1)^T$. With $a = 1/4$ the factors are $1/2$ and $0$. The first step gives $(1/4, -1/4)^T$, and each later step halves it. With $a = 1/2$ the factors are $0$ and $-1$. The iterates are then $(-1/2, -1/2)^T$, $(1/2, 1/2)^T$ and so on, alternating for ever.

### What the theorems say

The finite types `n` and `m` label the rows and columns, here the virtual and occupied orbitals, and their sizes may differ. If either is empty, both sides of the equivalence hold trivially. `IsEigenvalue A u` says that some nonzero real vector $v$ satisfies $Av = uv$. `mixStep` is the update without source, `sourcedStep` the one with source, and `^[k]` means $k$ repetitions. `Tendsto … atTop (𝓝 0)` is convergence to the zero matrix, entry by entry. The sign of `a` is free.

`mixing_converges_iff` is the equivalence, `no_mixing_parameter` the negative result, and `sourced_mixing_converges` the sufficiency of the condition for your equation. The last one takes a solution `S` as given and doesn't assert that one exists. Its converse follows from the error argument above, but isn't stated in Lean. Complex Hermitian blocks and rounding errors are left out.

The step from here to a self-consistent calculation is the induced potential. There the Hamiltonian responds to $X$, which adds a term that couples the entries of $X$ and in general doesn't have the form $AX + XB$.

Symmetry guarantees, among other things, that all eigenvalues are real. Without it the equivalence can fail. Take $B = (0)$ and the nonsymmetric matrix
$$A = \begin{pmatrix} 0 & -1 \\ 1 & 0 \end{pmatrix}.$$
This $A$ has no real eigenvalue, so the condition holds vacuously for every $a$. Yet each step multiplies the length of $X$ by $\sqrt{1 + a^2} \ge 1$, and no nonzero start tends to zero. So the equivalence can fail when $A$ has non-real eigenvalues. The example says nothing about a nonsymmetric $A$ whose eigenvalues, counted over the complex numbers, are all real.

```lean
import Mathlib

open Matrix Filter Topology

namespace SylvesterMixing

variable {n m : Type*} [Fintype n] [Fintype m]

/-- The number `u` is an eigenvalue of the real matrix `A`: some nonzero vector `v`
satisfies `A v = u v`. -/
def IsEigenvalue (A : Matrix n n ℝ) (u : ℝ) : Prop :=
  ∃ v : n → ℝ, v ≠ 0 ∧ A *ᵥ v = u • v

/-- One step of linear mixing for a rectangular matrix: `X → X - a (A X + X B)`. -/
def mixStep (a : ℝ) (A : Matrix n n ℝ) (B : Matrix m m ℝ) (X : Matrix n m ℝ) :
    Matrix n m ℝ :=
  X - a • (A * X + X * B)

/-- One step of linear mixing with a source `C`: `X → X - a (A X + X B - C)`. -/
def sourcedStep (a : ℝ) (A : Matrix n n ℝ) (B : Matrix m m ℝ) (C X : Matrix n m ℝ) :
    Matrix n m ℝ :=
  X - a • (A * X + X * B - C)

/-- For symmetric `B`, the outer product of an eigenvector of `A` and an eigenvector of `B`
is multiplied by `1 - a (u + w)` in each mixing step. -/
theorem mixStep_mode (a : ℝ) {A : Matrix n n ℝ} {B : Matrix m m ℝ} (hB : B.IsSymm)
    {u w : ℝ} {v : n → ℝ} {z : m → ℝ} (hv : A *ᵥ v = u • v) (hz : B *ᵥ z = w • z) :
    mixStep a A B (vecMulVec v z) = (1 - a * (u + w)) • vecMulVec v z := by
  -- A acts on the left factor
  have h1 : A * vecMulVec v z = u • vecMulVec v z := by
    ext i j
    have h : ∑ k, A i k * v k = u * v i := congrFun hv i
    have hs : ∑ k, A i k * (v k * z j) = (∑ k, A i k * v k) * z j := by
      rw [Finset.sum_mul]
      exact Finset.sum_congr rfl fun k _ => by ring
    simp only [Matrix.mul_apply, vecMulVec_apply, Matrix.smul_apply, smul_eq_mul]
    rw [hs, h]
    ring
  -- B acts on the right factor, by symmetry
  have h2 : vecMulVec v z * B = w • vecMulVec v z := by
    ext i j
    have h : ∑ k, B j k * z k = w * z j := congrFun hz j
    have hs : ∑ k, v i * z k * B k j = v i * ∑ k, B j k * z k := by
      rw [Finset.mul_sum]
      refine Finset.sum_congr rfl fun k _ => ?_
      rw [hB.apply j k]
      ring
    simp only [Matrix.mul_apply, vecMulVec_apply, Matrix.smul_apply, smul_eq_mul]
    rw [hs, h]
    ring
  unfold mixStep
  rw [h1, h2]
  module

/-- For symmetric `B`, after `k` mixing steps the outer product of an eigenvector of `A` with
eigenvalue `u` and an eigenvector of `B` with eigenvalue `w` has been multiplied by the `k`-th power
of `1 - a (u + w)`. -/
theorem iterate_mode (a : ℝ) {A : Matrix n n ℝ} {B : Matrix m m ℝ} (hB : B.IsSymm)
    {u w : ℝ} {v : n → ℝ} {z : m → ℝ} (hv : A *ᵥ v = u • v) (hz : B *ᵥ z = w • z) (k : ℕ) :
    (mixStep a A B)^[k] (vecMulVec v z) = (1 - a * (u + w)) ^ k • vecMulVec v z := by
  have hs : ∀ (c : ℝ) (X : Matrix n m ℝ), mixStep a A B (c • X) = c • mixStep a A B X := by
    intro c X
    simp only [mixStep, Matrix.mul_smul, Matrix.smul_mul]
    module
  induction k with
  | zero => simp
  | succ k ih =>
    rw [Function.iterate_succ_apply', ih, hs, mixStep_mode a hB hv hz, smul_smul, pow_succ]

/-- A real symmetric matrix has an orthogonal matrix `U` whose columns are eigenvectors,
with eigenvalues `d`. -/
theorem exists_normal_modes [DecidableEq n] {A : Matrix n n ℝ} (hA : A.IsSymm) :
    ∃ (U : Matrix n n ℝ) (d : n → ℝ),
      U * Uᵀ = 1 ∧ A * U = U * diagonal d ∧ ∀ j, IsEigenvalue A (d j) := by
  have hH : A.IsHermitian := by
    rw [Matrix.IsHermitian, conjTranspose_eq_transpose_of_trivial]
    exact hA
  obtain ⟨U, hU, hcol⟩ : ∃ U : Matrix n n ℝ, U ∈ Matrix.unitaryGroup n ℝ ∧
      ∀ j, A *ᵥ (fun k => U k j) = hH.eigenvalues j • (fun k => U k j) :=
    ⟨hH.eigenvectorUnitary, hH.eigenvectorUnitary.2, fun j => hH.mulVec_eigenvectorBasis j⟩
  have h1 : U * Uᵀ = 1 := by
    have h := Matrix.mem_unitaryGroup_iff.1 hU
    rwa [star_eq_conjTranspose, conjTranspose_eq_transpose_of_trivial] at h
  refine ⟨U, hH.eigenvalues, h1, ?_, fun j => ⟨fun k => U k j, ?_, hcol j⟩⟩
  · ext i j
    have h : ∑ k, A i k * U k j = hH.eigenvalues j * U i j := congrFun (hcol j) i
    rw [Matrix.mul_apply, Matrix.mul_diagonal, h, mul_comm]
  · -- a column of an orthogonal matrix has length one
    intro h0
    have hk : ∀ k, U k j = 0 := fun k => congrFun h0 k
    have h2 : Uᵀ * U = 1 := mul_eq_one_comm.1 h1
    have h : (Uᵀ * U) j j = (1 : Matrix n n ℝ) j j := by rw [h2]
    simp [Matrix.mul_apply, hk] at h

/-- If the columns of `U` and `V` obey the eigenvalue equations of `A` and of the symmetric
matrix `B`, then each coefficient `Y i j` of `X = U Y Vᵀ` evolves independently under mixing. -/
theorem iterate_closed_form [DecidableEq n] [DecidableEq m] (a : ℝ)
    {A U : Matrix n n ℝ} {B V : Matrix m m ℝ} {d : n → ℝ} {f : m → ℝ} (hB : B.IsSymm)
    (hU : A * U = U * diagonal d) (hV : B * V = V * diagonal f) (Y : Matrix n m ℝ) (k : ℕ) :
    (mixStep a A B)^[k] (U * Y * Vᵀ) =
      U * Matrix.of (fun i j => (1 - a * (d i + f j)) ^ k * Y i j) * Vᵀ := by
  have hV' : Vᵀ * B = diagonal f * Vᵀ := by
    have h : (B * V)ᵀ = (V * diagonal f)ᵀ := by rw [hV]
    rwa [Matrix.transpose_mul, Matrix.transpose_mul, hB.eq, diagonal_transpose] at h
  -- a single step in the eigenbases
  have step : ∀ Z : Matrix n m ℝ, mixStep a A B (U * Z * Vᵀ) =
      U * (Z - a • (diagonal d * Z + Z * diagonal f)) * Vᵀ := by
    intro Z
    have e1 : A * (U * Z * Vᵀ) = U * (diagonal d * Z) * Vᵀ := by
      rw [← Matrix.mul_assoc, ← Matrix.mul_assoc, hU, Matrix.mul_assoc U]
    have e2 : U * Z * Vᵀ * B = U * (Z * diagonal f) * Vᵀ := by
      rw [Matrix.mul_assoc (U * Z), hV']
      simp only [Matrix.mul_assoc]
    unfold mixStep
    rw [e1, e2]
    simp only [Matrix.mul_sub, Matrix.sub_mul, Matrix.mul_smul, Matrix.smul_mul,
      Matrix.mul_add, Matrix.add_mul]
  induction k with
  | zero =>
    have h : Matrix.of (fun i j => (1 - a * (d i + f j)) ^ 0 * Y i j) = Y := by
      ext i j
      simp
    rw [h, Function.iterate_zero_apply]
  | succ k ih =>
    rw [Function.iterate_succ_apply', ih, step]
    congr 2
    ext i j
    simp only [Matrix.sub_apply, Matrix.smul_apply, Matrix.add_apply, Matrix.diagonal_mul,
      Matrix.mul_diagonal, Matrix.of_apply, smul_eq_mul]
    ring

/-- For real symmetric `A` and `B`, the mixing iteration `X → X - a (A X + X B)` tends to zero
from every rectangular start iff `0 < a (u + w) < 2` for all eigenvalues `u` of `A` and
`w` of `B`. -/
theorem mixing_converges_iff (a : ℝ) {A : Matrix n n ℝ} {B : Matrix m m ℝ}
    (hA : A.IsSymm) (hB : B.IsSymm) :
    (∀ X : Matrix n m ℝ, Tendsto (fun k => (mixStep a A B)^[k] X) atTop (𝓝 0)) ↔
      ∀ u w, IsEigenvalue A u → IsEigenvalue B w → 0 < a * (u + w) ∧ a * (u + w) < 2 := by
  classical
  constructor
  · -- start from a single mode and follow one nonzero entry
    rintro h u w ⟨v, hv0, hv⟩ ⟨z, hz0, hz⟩
    obtain ⟨i, hi⟩ := Function.ne_iff.1 hv0
    obtain ⟨j, hj⟩ := Function.ne_iff.1 hz0
    have hne : v i * z j ≠ 0 := mul_ne_zero hi hj
    have hc : Continuous (fun M : Matrix n m ℝ => M i j) := continuous_id.matrix_elem i j
    have t1 : Tendsto (fun k => ((mixStep a A B)^[k] (vecMulVec v z)) i j) atTop (𝓝 0) :=
      (hc.tendsto 0).comp (h (vecMulVec v z))
    have t2 : Tendsto (fun k : ℕ => (1 - a * (u + w)) ^ k) atTop (𝓝 0) := by
      have t := t1.mul_const (v i * z j)⁻¹
      rw [zero_mul] at t
      refine t.congr fun k => ?_
      rw [iterate_mode a hB hv hz, Matrix.smul_apply, vecMulVec_apply, smul_eq_mul]
      exact mul_inv_cancel_right₀ hne _
    have hr := abs_lt.1 (tendsto_pow_atTop_nhds_zero_iff.1 t2)
    constructor <;> linarith [hr.1, hr.2]
  · -- expand the start in the two eigenbases
    intro h X
    obtain ⟨U, d, hU, hAU, hd⟩ := exists_normal_modes hA
    obtain ⟨V, f, hV, hBV, hf⟩ := exists_normal_modes hB
    have hX : X = U * (Uᵀ * X * V) * Vᵀ := by
      calc X = (U * Uᵀ) * X * (V * Vᵀ) := by rw [hU, hV, Matrix.one_mul, Matrix.mul_one]
        _ = U * (Uᵀ * X * V) * Vᵀ := by simp only [Matrix.mul_assoc]
    have t : Tendsto (fun (k : ℕ) (i : n) (j : m) =>
        (1 - a * (d i + f j)) ^ k * (Uᵀ * X * V) i j) atTop (𝓝 0) := by
      refine tendsto_pi_nhds.2 fun i => tendsto_pi_nhds.2 fun j => ?_
      obtain ⟨h1, h2⟩ := h _ _ (hd i) (hf j)
      have hr : |1 - a * (d i + f j)| < 1 := abs_lt.2 ⟨by linarith, by linarith⟩
      have t := (tendsto_pow_atTop_nhds_zero_iff.2 hr).mul_const ((Uᵀ * X * V) i j)
      rw [zero_mul] at t
      exact t
    have hG : Continuous (fun P : n → m → ℝ => U * Matrix.of P * Vᵀ) :=
      (continuous_const.matrix_mul (continuous_matrix fun i j =>
        (continuous_apply j).comp (continuous_apply i))).matrix_mul continuous_const
    have t' := (hG.tendsto 0).comp t
    have h0 : U * Matrix.of (0 : n → m → ℝ) * Vᵀ = 0 := by simp
    rw [h0] at t'
    refine t'.congr fun k => ?_
    rw [hX, iterate_closed_form a hB hAU hBV, ← hX]
    rfl

/-- For real symmetric `A` and `B`, if one sum of eigenvalues `u + w` is at most zero and another
is at least zero, then for every real `a` the mixing iteration fails to tend to zero from
some start. -/
theorem no_mixing_parameter {A : Matrix n n ℝ} {B : Matrix m m ℝ}
    (hA : A.IsSymm) (hB : B.IsSymm) {u w u' w' : ℝ}
    (hu : IsEigenvalue A u) (hw : IsEigenvalue B w)
    (hu' : IsEigenvalue A u') (hw' : IsEigenvalue B w')
    (hneg : u + w ≤ 0) (hpos : 0 ≤ u' + w') (a : ℝ) :
    ∃ X : Matrix n m ℝ, ¬ Tendsto (fun k => (mixStep a A B)^[k] X) atTop (𝓝 0) := by
  by_contra hcon
  push Not at hcon
  have h := (mixing_converges_iff a hA hB).1 hcon
  have h1 := (h u w hu hw).1
  have h2 := (h u' w' hu' hw').1
  rcases le_total 0 a with ha | ha
  · nlinarith [mul_nonneg ha (neg_nonneg.2 hneg)]
  · nlinarith [mul_nonneg (neg_nonneg.2 ha) hpos]

/-- Let `A` and `B` be real symmetric with `0 < a (u + w) < 2` for all their eigenvalues `u` and
`w`. If `S` solves the Sylvester equation `A S + S B = C`, mixing with source `C` converges to
`S` from every start. -/
theorem sourced_mixing_converges (a : ℝ) {A : Matrix n n ℝ} {B : Matrix m m ℝ}
    (hA : A.IsSymm) (hB : B.IsSymm)
    (h : ∀ u w, IsEigenvalue A u → IsEigenvalue B w → 0 < a * (u + w) ∧ a * (u + w) < 2)
    {C S : Matrix n m ℝ} (hS : A * S + S * B = C) (X : Matrix n m ℝ) :
    Tendsto (fun k => (sourcedStep a A B C)^[k] X) atTop (𝓝 S) := by
  subst hS
  -- the error X - S follows the iteration without source
  have key : ∀ k : ℕ, (mixStep a A B)^[k] (X - S) + S =
      (sourcedStep a A B (A * S + S * B))^[k] X := by
    intro k
    induction k with
    | zero => simp
    | succ k ih =>
      rw [Function.iterate_succ_apply', Function.iterate_succ_apply', ← ih]
      simp only [mixStep, sourcedStep, Matrix.mul_add, Matrix.add_mul]
      module
  have t := ((mixing_converges_iff a hA hB).2 h (X - S)).add_const S
  rw [zero_add] at t
  exact t.congr key

end SylvesterMixing
```

```lean
#print axioms SylvesterMixing.mixing_converges_iff
#print axioms SylvesterMixing.no_mixing_parameter
#print axioms SylvesterMixing.sourced_mixing_converges
```

```
'SylvesterMixing.mixing_converges_iff' depends on axioms: [propext, Classical.choice, Quot.sound]
'SylvesterMixing.no_mixing_parameter' depends on axioms: [propext, Classical.choice, Quot.sound]
'SylvesterMixing.sourced_mixing_converges' depends on axioms: [propext, Classical.choice, Quot.sound]
```

### From single modes to the equivalence

`mixStep_mode` computes $AM = uM$ and $MB = wM$ entry by entry. The symmetry of `B` is used where `hB.apply` exchanges two indices. `iterate_mode` obtains the power $r^k$ by induction, after checking that a scalar factor passes through a mixing step.

`exists_normal_modes` takes the orthogonal eigenvectors from Mathlib's spectral theorem for Hermitian matrices. It also checks that each column of `U` is nonzero, as `IsEigenvalue` demands: a zero column would make a diagonal entry of $U^T U$ vanish, but that entry is $1$.

`iterate_closed_form` is the calculation for $Y_{ij}$. Its `hV'` is the transposed relation $V^T B = FV^T$, its `step` is one update in the eigenbases, and induction gives the $k$-th powers. The letters `d` and `f` stand for the eigenvalues of `A` and `B`; `f` is not an occupation number, and `V` is not a potential.

In `mixing_converges_iff`, the first direction starts from `vecMulVec v z`, the matrix $vz^T$, follows one nonzero entry and divides by its initial value. The lemma `tendsto_pow_atTop_nhds_zero_iff` turns $r^k \to 0$ into $|r| < 1$, and `linarith` rearranges the inequalities. The second direction writes the start as $UYV^T$ (`hX`), proves convergence of each coefficient with `tendsto_pi_nhds`, and carries the limit back through the continuous map `hG`.

`no_mixing_parameter` assumes convergence from every start, applies the equivalence to both pairs and splits on the sign of `a`. In `sourced_mixing_converges`, `key` shows by induction that the sourced iterate equals `S` plus the source-free iterate of the error `X - S`; adding `S` to the limit zero completes the proof.
